# For $a>0$ and $d\ge 1$, the normalised overlap of $e^{-ar^2}$ and $r^2e^{-ar^2}$ on $\mathbb{R}^d$ is $\sqrt{d/(d+2)}$

Two Gaussians with the same centre and the same exponent $a>0$, one of them multiplied by $r^2$, have normalised overlap $\sqrt{d/(d+2)}$ in $d\ge 1$ dimensions, whatever the value of $a$. In three dimensions this gives $\sqrt{3/5}\approx 0.775$.

The three-dimensional case occurs in electronic structure. A Cartesian d shell with a single exponent $a$ has six functions, and the sum of its $xx$, $yy$ and $zz$ members is, up to a constant factor, $r^2e^{-ar^2}$, a spherically symmetric function called the s contaminant. For single primitives of equal exponent on one centre, the result says how far this function is from being orthogonal to the s function. Basis sets in use also contain contracted functions, which are sums over several exponents, and passing to those needs overlaps between unequal exponents.

## Functions and overlaps

```lean
import Mathlib

open MeasureTheory Set Real

namespace GaussianShellContaminant

noncomputable section

/-- The squared distance from the origin, the sum of the squared Cartesian coordinates. -/
def r2 {d : ℕ} (x : EuclideanSpace ℝ (Fin d)) : ℝ := ∑ i, x i ^ 2
```

A point `x` of `EuclideanSpace ℝ (Fin d)` is a vector in $\mathbb{R}^d$ with coordinates numbered from $0$ to $d-1$. The function `r2` is $r^2=\sum_i x_i^2$.

```lean
/-- The radial Gaussian `r^(2k) exp(-a r²)` on `d`-dimensional space. -/
def radialGaussian (d k : ℕ) (a : ℝ) (x : EuclideanSpace ℝ (Fin d)) : ℝ :=
  r2 x ^ k * Real.exp (-a * r2 x)
```

This is $r^{2k}e^{-ar^2}$, without a normalisation constant. The index $k$ counts powers of $r^2$ and is not an angular momentum. The letter $d$ is the dimension; "d shell" keeps its usual meaning.

```lean
/-- The Cartesian d function `x_i x_j exp(-a r²)` in three dimensions. -/
def cartesianD (a : ℝ) (i j : Fin 3) (x : EuclideanSpace ℝ (Fin 3)) : ℝ :=
  x i * x j * Real.exp (-a * r2 x)
```

These are the products $x_ix_je^{-ar^2}$, also unnormalised. The $xx$, $yy$ and $zz$ functions share one normalisation constant, so their sum has the same direction either way.

```lean
/-- The overlap integral of two real functions. -/
def overlap {d : ℕ} (f g : EuclideanSpace ℝ (Fin d) → ℝ) : ℝ := ∫ x, f x * g x
```

The overlap is $\langle f|g\rangle=\int f g\,d^dx$. The functions are real, so no complex conjugate appears.

```lean
/-- The overlap of two functions after normalisation, for functions whose self-overlaps
are positive. -/
def normalizedOverlap {d : ℕ} (f g : EuclideanSpace ℝ (Fin d) → ℝ) : ℝ :=
  overlap f g / √(overlap f f * overlap g g)
```

Dividing by the norms gives $\langle f|g\rangle/\sqrt{\langle f|f\rangle\langle g|g\rangle}$, the overlap of the normalised functions.

```lean
/-- The radial moment, the integral of `r^(2k) exp(-b r²)` over the whole space. -/
def moment (d k : ℕ) (b : ℝ) : ℝ := ∫ x, radialGaussian d k b x
```

The moment is $M_k(b)=\int r^{2k}e^{-br^2}\,d^dx$. All the overlaps below reduce to it.

## Radial moments as Gamma functions

```lean
/-- The product of two concentric radial Gaussians is a radial Gaussian: the powers of `r²`
add and the exponents add. -/
theorem radialGaussian_mul (d m n : ℕ) (a b : ℝ) (x : EuclideanSpace ℝ (Fin d)) :
    radialGaussian d m a x * radialGaussian d n b x = radialGaussian d (m + n) (a + b) x := by
  have he : -(a + b) * r2 x = -a * r2 x + -b * r2 x := by ring
  unfold radialGaussian
  rw [he, Real.exp_add, pow_add]
  ring
```

In a Lean theorem, the statement follows the colon after the hypotheses, and the proof follows `:= by`. Here the statement is
$$r^{2m}e^{-ar^2}\cdot r^{2n}e^{-br^2}=r^{2(m+n)}e^{-(a+b)r^2}.$$
The proof splits the exponential and the power, and `ring` reorders the factors.

```lean
/-- For `d ≥ 1` and `b > 0`, integration over spherical shells expresses the radial moment
through the volume of the unit ball and a Gamma function. -/
theorem moment_eq {d : ℕ} (hd : 1 ≤ d) (k : ℕ) {b : ℝ} (hb : 0 < b) :
    moment d k b = d * ((volume : Measure (EuclideanSpace ℝ (Fin d))).real (Metric.ball 0 1) *
      (b ^ (-((d : ℝ) / 2 + k)) * (1 / 2) * Real.Gamma ((d : ℝ) / 2 + k))) := by
  have hd' : (1 : ℝ) ≤ d := by exact_mod_cast hd
  have hk : (0 : ℝ) ≤ k := Nat.cast_nonneg k
  have : Nontrivial (EuclideanSpace ℝ (Fin d)) :=
    Module.nontrivial_of_finrank_pos (R := ℝ) (by rw [finrank_euclideanSpace_fin]; omega)
  have hr : ∀ x : EuclideanSpace ℝ (Fin d), r2 x = ‖x‖ ^ 2 := by
    intro x
    simp [r2, EuclideanSpace.norm_sq_eq]
  -- the remaining one-dimensional integral over the radius
  have hI : ∫ y in Ioi (0 : ℝ), y ^ (d - 1) * ((y ^ 2) ^ k * Real.exp (-b * y ^ 2)) =
      b ^ (-((d : ℝ) / 2 + k)) * (1 / 2) * Real.Gamma ((d : ℝ) / 2 + k) := by
    have g := integral_rpow_mul_exp_neg_mul_rpow (p := 2) (q := (d : ℝ) - 1 + 2 * k) (b := b)
      two_pos (by linarith) hb
    have e1 : -((d : ℝ) - 1 + 2 * k + 1) / 2 = -((d : ℝ) / 2 + k) := by ring
    have e2 : ((d : ℝ) - 1 + 2 * k + 1) / 2 = (d : ℝ) / 2 + k := by ring
    rw [e1, e2] at g
    rw [← g]
    refine setIntegral_congr_fun measurableSet_Ioi ?_
    intro y _
    show y ^ (d - 1) * ((y ^ 2) ^ k * Real.exp (-b * y ^ 2)) =
      y ^ ((d : ℝ) - 1 + 2 * k) * Real.exp (-b * y ^ (2 : ℝ))
    have hy : y ^ ((d : ℝ) - 1 + 2 * k) = y ^ (d - 1) * (y ^ 2) ^ k := by
      rw [← pow_mul, ← pow_add, ← Real.rpow_natCast]
      congr 1
      push_cast [Nat.cast_sub hd]
      ring
    rw [hy, Real.rpow_two, mul_assoc]
  have h := integral_fun_norm_addHaar (volume : Measure (EuclideanSpace ℝ (Fin d)))
    (fun y : ℝ => (y ^ 2) ^ k * Real.exp (-b * y ^ 2))
  simp only [finrank_euclideanSpace_fin, nsmul_eq_mul, smul_eq_mul] at h
  unfold moment radialGaussian
  simp_rw [hr]
  rw [h, hI]
```

Let $v_d$ be the volume of the unit ball. The unit sphere then has area $d\,v_d$, and integration over shells gives
$$M_k(b)=d\,v_d\int_0^\infty r^{d-1+2k}e^{-br^2}\,dr .$$
The substitution $t=br^2$ turns this into
$$M_k(b)=d\,v_d\cdot\tfrac12\,b^{-(d/2+k)}\,\Gamma\!\left(\tfrac d2+k\right).$$
In the proof, `hr` identifies $r^2$ with the squared norm, and `hI` evaluates the radial integral from a Mathlib formula. Much of `hI` translates between natural-number and real exponents.

The shell integration itself is the Mathlib theorem `integral_fun_norm_addHaar`, and it deserves a closer look. For a function that depends on $x$ only through its norm, it replaces the integral over the space by the dimension, times the volume of the unit ball, times a one-dimensional integral with weight $y^{\dim-1}$. No angular coordinates or Jacobian have to be set up. It applies here because `EuclideanSpace` carries the Euclidean norm, so that $r^2=\lVert x\rVert^2$. The number $v_d$ is never evaluated, since it cancels from every ratio of moments.

```lean
/-- For `d ≥ 1` and `b > 0` every radial moment is positive. -/
theorem moment_pos {d : ℕ} (hd : 1 ≤ d) (k : ℕ) {b : ℝ} (hb : 0 < b) : 0 < moment d k b := by
  have hd' : (0 : ℝ) < d := by exact_mod_cast hd
  have hv : 0 < (volume : Measure (EuclideanSpace ℝ (Fin d))).real (Metric.ball 0 1) :=
    ENNReal.toReal_pos (Metric.measure_ball_pos volume 0 one_pos).ne' measure_ball_lt_top.ne
  have hG : 0 < Real.Gamma ((d : ℝ) / 2 + k) := Real.Gamma_pos_of_pos (by positivity)
  rw [moment_eq hd k hb]
  positivity
```

Every factor in the formula is positive, hence $M_k(b)>0$. The proof supplies positivity of the ball's volume and of the Gamma function; `positivity` handles the rest.

```lean
/-- For `d ≥ 1` and `b > 0`, raising the power of `r²` by one multiplies the radial moment
by `(d/2 + k)/b`. -/
theorem moment_succ {d : ℕ} (hd : 1 ≤ d) (k : ℕ) {b : ℝ} (hb : 0 < b) :
    b * moment d (k + 1) b = ((d : ℝ) / 2 + k) * moment d k b := by
  have hd' : (0 : ℝ) < d := by exact_mod_cast hd
  have hs : (0 : ℝ) < (d : ℝ) / 2 + k := by positivity
  have e : (d : ℝ) / 2 + ((k + 1 : ℕ) : ℝ) = (d : ℝ) / 2 + k + 1 := by push_cast; ring
  have hP : b ^ (-((d : ℝ) / 2 + k)) = b ^ (-((d : ℝ) / 2 + k + 1)) * b := by
    rw [← Real.rpow_add_one hb.ne']
    congr 1
    ring
  -- the recurrence of the Gamma function carries over to the moments
  rw [moment_eq hd (k + 1) hb, moment_eq hd k hb, e, Real.Gamma_add_one hs.ne', hP]
  ring
```

From $\Gamma(s+1)=s\,\Gamma(s)$ with $s=d/2+k$, and one extra factor $1/b$ from the power of $b$,
$$b\,M_{k+1}(b)=\left(\tfrac d2+k\right)M_k(b).$$
The proof inserts the closed formula on both sides and applies these two facts, `Real.Gamma_add_one` and `hP`.

## The exponent drops out of the overlap

```lean
/-- The overlap of two concentric radial Gaussians is a radial moment. -/
theorem overlap_radialGaussian (d m n : ℕ) (a b : ℝ) :
    overlap (radialGaussian d m a) (radialGaussian d n b) = moment d (m + n) (a + b) := by
  unfold overlap moment
  simp_rw [radialGaussian_mul]
```

Integrating the product rule gives $\langle r^{2m}e^{-ar^2}|r^{2n}e^{-br^2}\rangle=M_{m+n}(a+b)$.

```lean
/-- For `a > 0` and `d ≥ 1`, the functions `exp(-a r²)` and `r² exp(-a r²)` have positive
self-overlaps, and their normalised overlap is `√(d/(d+2))`. -/
theorem normalizedOverlap_s_r2 {d : ℕ} (hd : 1 ≤ d) {a : ℝ} (ha : 0 < a) :
    0 < overlap (radialGaussian d 0 a) (radialGaussian d 0 a) ∧
    0 < overlap (radialGaussian d 1 a) (radialGaussian d 1 a) ∧
    normalizedOverlap (radialGaussian d 0 a) (radialGaussian d 1 a) =
      √((d : ℝ) / (d + 2)) := by
  have hb : 0 < a + a := add_pos ha ha
  have p0 : 0 < moment d 0 (a + a) := moment_pos hd 0 hb
  have p1 : 0 < moment d 1 (a + a) := moment_pos hd 1 hb
  have p2 : 0 < moment d 2 (a + a) := moment_pos hd 2 hb
  have h1 : (a + a) * moment d 1 (a + a) = ((d : ℝ) / 2) * moment d 0 (a + a) := by
    have h := moment_succ hd 0 hb
    rw [Nat.cast_zero, add_zero] at h
    exact h
  have h2 : (a + a) * moment d 2 (a + a) = ((d : ℝ) / 2 + 1) * moment d 1 (a + a) := by
    have h := moment_succ hd 1 hb
    rw [Nat.cast_one] at h
    exact h
  have o00 : overlap (radialGaussian d 0 a) (radialGaussian d 0 a) = moment d 0 (a + a) :=
    overlap_radialGaussian d 0 0 a a
  have o01 : overlap (radialGaussian d 0 a) (radialGaussian d 1 a) = moment d 1 (a + a) :=
    overlap_radialGaussian d 0 1 a a
  have o11 : overlap (radialGaussian d 1 a) (radialGaussian d 1 a) = moment d 2 (a + a) :=
    overlap_radialGaussian d 1 1 a a
  have hd2 : (d : ℝ) + 2 ≠ 0 := by positivity
  -- the exponent cancels between the three moments
  have key : (d : ℝ) / (d + 2) * (moment d 0 (a + a) * moment d 2 (a + a)) =
      moment d 1 (a + a) ^ 2 := by
    rw [div_mul_eq_mul_div, div_eq_iff hd2]
    linear_combination (-2 * moment d 2 (a + a)) * h1 + (2 * moment d 1 (a + a)) * h2
  refine ⟨o00 ▸ p0, o11 ▸ p2, ?_⟩
  unfold normalizedOverlap
  rw [o00, o01, o11, div_eq_iff (Real.sqrt_pos.mpr (mul_pos p0 p2)).ne',
    ← Real.sqrt_mul (by positivity), key, Real.sqrt_sq p1.le]
```

The conclusion has three parts, joined by `∧`: both self-overlaps are positive, and the normalised overlap is $\sqrt{d/(d+2)}$. Positivity ensures that both functions can be normalised. At $d=0$ this would fail, because the space is a single point and $r^2e^{-ar^2}$ vanishes there.

Put $b=2a$ and write $M_k$ for $M_k(b)$. The three overlaps are $M_0$, $M_1$ and $M_2$, and the recurrence at $k=0$ and $k=1$ gives
$$bM_1=\tfrac d2M_0,\qquad bM_2=\tfrac{d+2}{2}M_1 .$$
Multiply the first equation by $2M_2$ and the second by $2M_1$. The left sides agree, so $d\,M_0M_2=(d+2)M_1^2$, and therefore
$$\frac{M_1}{\sqrt{M_0M_2}}=\sqrt{\frac{d}{d+2}} .$$
The two recurrences are `h1` and `h2`. In `key`, `linear_combination` carries out the same multiplication and subtraction. The last lines take the square root, using $M_1>0$.

## The s contaminant in three dimensions

```lean
/-- In three dimensions, for `a > 0`, the sum of the Cartesian `xx`, `yy` and `zz` d functions
has normalised overlap `√(3/5)` with the s function of the same exponent. -/
theorem normalizedOverlap_s_contaminant {a : ℝ} (ha : 0 < a) :
    normalizedOverlap (radialGaussian 3 0 a)
      (fun x => cartesianD a 0 0 x + cartesianD a 1 1 x + cartesianD a 2 2 x) = √(3 / 5) := by
  have hsum : (fun x => cartesianD a 0 0 x + cartesianD a 1 1 x + cartesianD a 2 2 x) =
      radialGaussian 3 1 a := by
    funext x
    simp only [cartesianD, radialGaussian, r2, Fin.sum_univ_three]
    ring
  rw [hsum, (normalizedOverlap_s_r2 (d := 3) (by norm_num) ha).2.2]
  norm_num
```

Pointwise, $(x^2+y^2+z^2)e^{-ar^2}=r^2e^{-ar^2}$, which is `hsum`. The previous theorem at $d=3$ then gives $\sqrt{3/5}$.

## Making the contaminant orthogonal to the s function

```lean
/-- For `a > 0` and `d ≥ 1`, the function `(r² - c) exp(-a r²)` is orthogonal to the s function
`exp(-a r²)` exactly when `c = d/(4a)`. -/
theorem orthogonal_to_s_iff {d : ℕ} (hd : 1 ≤ d) {a : ℝ} (ha : 0 < a) (c : ℝ) :
    overlap (radialGaussian d 0 a)
      (fun x => radialGaussian d 1 a x - c * radialGaussian d 0 a x) = 0 ↔
      c = d / (4 * a) := by
  have hb : 0 < a + a := add_pos ha ha
  have h4 : 4 * a ≠ 0 := by positivity
  have p0 : 0 < moment d 0 (a + a) := moment_pos hd 0 hb
  have h1 : (a + a) * moment d 1 (a + a) = ((d : ℝ) / 2) * moment d 0 (a + a) := by
    have h := moment_succ hd 0 hb
    rw [Nat.cast_zero, add_zero] at h
    exact h
  -- a nonzero integral certifies integrability
  have hint : ∀ k, Integrable (radialGaussian d k (a + a)) := by
    intro k
    by_contra h
    exact (moment_pos hd k hb).ne' (integral_undef h)
  have key : overlap (radialGaussian d 0 a)
      (fun x => radialGaussian d 1 a x - c * radialGaussian d 0 a x) =
      moment d 1 (a + a) - c * moment d 0 (a + a) := by
    unfold overlap moment
    rw [← integral_const_mul, ← integral_sub (hint 1) ((hint 0).const_mul c)]
    refine integral_congr_ae (Filter.Eventually.of_forall fun x => ?_)
    have q1 : radialGaussian d 0 a x * radialGaussian d 1 a x = radialGaussian d 1 (a + a) x :=
      radialGaussian_mul d 0 1 a a x
    have q0 : radialGaussian d 0 a x * radialGaussian d 0 a x = radialGaussian d 0 (a + a) x :=
      radialGaussian_mul d 0 0 a a x
    show radialGaussian d 0 a x * (radialGaussian d 1 a x - c * radialGaussian d 0 a x) =
      radialGaussian d 1 (a + a) x - c * radialGaussian d 0 (a + a) x
    linear_combination q1 - c * q0
  rw [key, eq_div_iff h4]
  constructor
  · intro h
    apply mul_right_cancel₀ p0.ne'
    linear_combination 2 * h1 - 4 * a * h
  · intro h
    apply mul_left_cancel₀ h4
    linear_combination 2 * h1 - moment d 0 (a + a) * h

end

end GaussianShellContaminant
```

The function $(r^2-c)e^{-ar^2}$ is orthogonal to $e^{-ar^2}$ exactly when $c=d/(4a)$. It is still spherically symmetric: the subtraction removes only the component along $e^{-ar^2}$. By hand, with $b=2a$ again,
$$\langle e^{-ar^2}|(r^2-c)e^{-ar^2}\rangle=M_1-cM_0 ,$$
and this vanishes exactly when $c=M_1/M_0=d/(2b)=d/(4a)$. This coefficient belongs to the unnormalised functions. If both functions are normalised first, the amount of s function to subtract is the overlap $\sqrt{d/(d+2)}$ itself.

Splitting the integral of a difference requires both terms to be integrable, which is the purpose of `hint`. Mathlib assigns the value zero to the integral of a non-integrable function, so a positive moment shows that its integrand is integrable. The two directions of the equivalence then follow from the recurrence, after cancelling $M_0$ in one and $4a$ in the other.

```lean
#print axioms GaussianShellContaminant.normalizedOverlap_s_contaminant
#print axioms GaussianShellContaminant.orthogonal_to_s_iff
```

```
'GaussianShellContaminant.normalizedOverlap_s_contaminant' depends on axioms: [propext, Classical.choice, Quot.sound]
'GaussianShellContaminant.orthogonal_to_s_iff' depends on axioms: [propext, Classical.choice, Quot.sound]
```
